# The maximum of a positive, differentiable spectrum lies at higher energy when plotted per unit wavelength

To compare an emission spectrum computed per unit energy with one recorded per unit wavelength, one divides the intensity by the wavelength squared and reads off the new maximum. Converting that wavelength back to an energy need not return the maximum of the original spectrum. If the original is differentiable and positive at its maximum, the result is always too high. For a single Gaussian line the displacement has a closed form, which can be used to correct the comparison of the centre of a computed line with a measured peak wavelength.

Write $L$ for the wavelength (usually $\lambda$) and $w=1/L$ for the wavenumber (usually $\tilde\nu$), so that the photon energy is $hcw$. The spectrum per unit wavenumber is $g(w)$.

## Intensity is a density

The factor $1/L^2$ belongs to a quantity counted per interval. With $w=1/L$ and $dw=-dL/L^2$,
$$\int_a^b \frac{g(1/L)}{L^2}\,dL=-\int_{1/a}^{1/b}g(w)\,dw=\int_{1/b}^{1/a}g(w)\,dw .$$

In Lean, `wavelengthSpectrum g` is the converted density. `gaussianLine` has height 1 at its centre; normalising its area would not move any peak.

```lean
import Mathlib

open Set

namespace WavelengthSpectra

noncomputable section

/-- The spectrum per unit wavelength `L > 0` that belongs to a spectrum `g` per unit
wavenumber `w = 1/L`. -/
def wavelengthSpectrum (g : ℝ → ℝ) (L : ℝ) : ℝ := g (1 / L) / L ^ 2

/-- A Gaussian line in wavenumber, with centre `w0` and width `σ ≠ 0`. -/
def gaussianLine (w0 σ w : ℝ) : ℝ := Real.exp (-(w - w0) ^ 2 / (2 * σ ^ 2))

/-- The wavenumber `(w0 + √(w0² + 8σ²))/2`. -/
def gaussianPeak (w0 σ : ℝ) : ℝ := (w0 + Real.sqrt (w0 ^ 2 + 8 * σ ^ 2)) / 2
```

`band_intensity` states the integral identity for positive $a,b$ and $g$ continuous on $w>0$. Its proof makes the substitution and then reverses the limits. Continuity is used only here, and standard integration theory needs only integrability.

```lean
/-- For a spectrum continuous at positive wavenumbers, the intensity between two positive
wavelengths equals the intensity between the corresponding wavenumbers. -/
theorem band_intensity {g : ℝ → ℝ} {a b : ℝ} (ha : 0 < a) (hb : 0 < b)
    (hg : ContinuousOn g (Ioi 0)) :
    ∫ L in a..b, wavelengthSpectrum g L = ∫ w in (1 / b)..(1 / a), g w := by
  have hpos : ∀ x ∈ uIcc a b, 0 < x := fun x hx => lt_of_lt_of_le (lt_min ha hb) hx.1
  -- substitute w = 1/L, with dw = -dL/L²
  have key : ∫ x in a..b, (g ∘ fun y : ℝ => y⁻¹) x * (-(x ^ 2)⁻¹)
      = ∫ x in a⁻¹..b⁻¹, g x := by
    refine intervalIntegral.integral_comp_mul_deriv' (f := fun y : ℝ => y⁻¹)
      (f' := fun x : ℝ => -(x ^ 2)⁻¹) (fun x hx => hasDerivAt_inv (hpos x hx).ne') ?_ ?_
    · exact ((continuous_pow 2).continuousOn.inv₀
        (fun x hx => pow_ne_zero 2 (hpos x hx).ne')).neg
    · apply hg.mono
      rintro _ ⟨x, hx, rfl⟩
      exact inv_pos.mpr (hpos x hx)
  -- the minus sign reverses the limits of integration
  rw [one_div, one_div, intervalIntegral.integral_symm a⁻¹ b⁻¹, ← key,
    ← intervalIntegral.integral_neg]
  apply intervalIntegral.integral_congr
  intro x _
  simp [wavelengthSpectrum, div_eq_mul_inv]
```

Whether a given computed quantity is such a density is a physical judgement that the hypotheses leave open. Emission intensity per unit wavenumber is one. An absorption cross-section is not: its values are merely relabelled by wavelength, and its peak stays where it was.

## The wavelength peak is a global maximum

The hypothesis `hpeak` says that the converted spectrum at $L$ is at least as large as at every positive wavelength; `Ioi 0` is the open half-line $(0,\infty)$. Since $1/L^2=w^2$, the converted spectrum equals $w^2g(w)$. As $L$ runs through all positive values, so does $w$, and the problem becomes that of maximising $w^2g(w)$. The next two theorems say this, with the correspondence written as `w * L = 1`.

```lean
/-- At corresponding wavenumber and wavelength, `w L = 1`, the wavelength spectrum
is `w² g(w)`. -/
theorem wavelengthSpectrum_eq (g : ℝ → ℝ) {w L : ℝ} (h : w * L = 1) :
    wavelengthSpectrum g L = w ^ 2 * g w := by
  have hw : w = 1 / L := eq_one_div_of_mul_eq_one_left h
  rw [wavelengthSpectrum, hw]
  ring

/-- For `w L = 1`, the wavelength spectrum at `L` is at least as large as at every positive
wavelength exactly when `w² g(w)` is at least as large as `v² g(v)` for every positive
wavenumber `v`. -/
theorem peak_iff {g : ℝ → ℝ} {w L : ℝ} (h : w * L = 1) :
    IsMaxOn (wavelengthSpectrum g) (Ioi 0) L ↔
      ∀ v : ℝ, 0 < v → v ^ 2 * g v ≤ w ^ 2 * g w := by
  rw [isMaxOn_iff, wavelengthSpectrum_eq g h]
  constructor
  · intro hm v hv
    have h1 := hm (1 / v) (one_div_pos.mpr hv)
    rwa [wavelengthSpectrum_eq g (mul_one_div_cancel hv.ne')] at h1
  · intro hm M hM
    have hM' : 0 < M := hM
    rw [wavelengthSpectrum_eq g (one_div_mul_cancel hM'.ne')]
    exact hm (1 / M) (one_div_pos.mpr hM')
```

If $g$ has a derivative $g'$ at the peak, then $2wg+w^2g'=0$ there, and dividing by $w>0$ gives $wg'=-2g$. In `peak_stationary`, `hloc` supplies the local maximum, `hd` the product rule, and the last lines cancel $w$.

```lean
/-- At a peak `L > 0` of the wavelength spectrum, with wavenumber `w = 1/L` at which `g` has
derivative `g'`, one has `w g' = -2 g(w)`. -/
theorem peak_stationary {g : ℝ → ℝ} {g' w L : ℝ} (hL : 0 < L) (h : w * L = 1)
    (hg : HasDerivAt g g' w) (hpeak : IsMaxOn (wavelengthSpectrum g) (Ioi 0) L) :
    w * g' = -2 * g w := by
  have hw : 0 < w := by
    rw [eq_one_div_of_mul_eq_one_left h]
    exact one_div_pos.mpr hL
  have hloc : IsLocalMax (fun v => v ^ 2 * g v) w :=
    Filter.eventually_of_mem (Ioi_mem_nhds hw) (fun v hv => (peak_iff h).mp hpeak v hv)
  have hd : HasDerivAt (fun v => v ^ 2 * g v) (2 * w * g w + w ^ 2 * g') w := by
    refine ((hasDerivAt_pow 2 w).fun_mul hg).congr_deriv ?_
    norm_num
  have h0 := hloc.hasDerivAt_eq_zero hd
  apply mul_left_cancel₀ hw.ne'
  linear_combination h0
```

That a peak exists is assumed. If $g$ falls off more slowly than $1/w^2$, then $w^2g$ is unbounded and there is none.

## The original maximum is highest, positive and smooth

Let $g$ be greatest on $w>0$ at $w_0>0$, and let $w=1/L$ be the wavenumber of a wavelength peak. Each remaining hypothesis helps to exclude $w\le w_0$.

- **Highest** (`hmax`): $w_0$ marks the strongest emission. If $w<w_0$, then $w^2g(w)\le w^2g(w_0)<w_0^2g(w_0)$, so $w$ is no peak. This is the first case of the proof. If $w_0$ were only a local maximum, a much stronger line at lower wavenumber could hold the wavelength peak below it. Uniqueness of $w_0$ is not required.
- **Positive** (`hpos`): there is some emission. It makes the second inequality above strict. With only $g(w_0)\ge 0$ the claim fails, since for $g=0$ every wavelength is a maximiser.
- **Differentiable at $w_0$** (`hdiff`): the line has a rounded top, as Gaussian or Lorentzian broadening provides. If $w=w_0$, then $g'(w_0)=0$, and $wg'=-2g$ would give $g(w_0)=0$, a contradiction. This is the second case.

Hence $w>w_0$, or equivalently $L<1/w_0$.

```lean
/-- Let `g` be greatest among positive wavenumbers at `w0 > 0`, and positive and differentiable
there. Then every peak `L > 0` of the wavelength spectrum lies at a wavenumber above `w0`,
that is, at a wavelength below `1/w0`. -/
theorem peak_blueshift {g : ℝ → ℝ} {w0 L : ℝ} (hw0 : 0 < w0)
    (hmax : IsMaxOn g (Ioi 0) w0) (hpos : 0 < g w0) (hdiff : DifferentiableAt ℝ g w0)
    (hL : 0 < L) (hpeak : IsMaxOn (wavelengthSpectrum g) (Ioi 0) L) :
    w0 < 1 / L ∧ L < 1 / w0 := by
  have hw : 0 < 1 / L := one_div_pos.mpr hL
  have hwL : 1 / L * L = 1 := one_div_mul_cancel hL.ne'
  have hlt : w0 < 1 / L := by
    by_contra hcon
    rcases lt_or_eq_of_le (not_lt.mp hcon) with h | h
    · -- below w0 both factors of w² g(w) are no larger than at w0
      have h1 := (peak_iff hwL).mp hpeak w0 hw0
      have h2 : g (1 / L) ≤ g w0 := isMaxOn_iff.mp hmax _ hw
      have h3 : (1 / L) ^ 2 < w0 ^ 2 := pow_lt_pow_left₀ h hw.le two_ne_zero
      linarith [mul_le_mul_of_nonneg_left h2 (sq_nonneg (1 / L)),
        mul_lt_mul_of_pos_right h3 hpos]
    · -- at w0 the slope of g vanishes, but the factor w² still grows
      have hs := peak_stationary hL (by rw [← h]; exact hwL) hdiff.hasDerivAt hpeak
      rw [(hmax.isLocalMax (Ioi_mem_nhds hw0)).deriv_eq_zero] at hs
      linarith
  refine ⟨hlt, ?_⟩
  rw [lt_div_iff₀ hw0, mul_comm]
  exact (lt_div_iff₀ hL).mp hlt
```

Continuity at $w_0$ is not enough in place of differentiability. The line $e^{-2|w-1|}$ is continuous and positive, with its only maximum at $w=1$. Since $w\le 1+|w-1|\le e^{|w-1|}$, squaring gives $w^2e^{-2|w-1|}\le 1$, with equality at $w=1$, so the peak does not move. The `calc` block in the next proof is this estimate. Linear interpolation between grid points can produce such a cusp.

```lean
/-- The cusped line `exp(-2|w - 1|)` has a peak at `w = 1`, and its wavelength spectrum has
a peak at `L = 1`. -/
theorem cusp_no_shift :
    IsMaxOn (fun w : ℝ => Real.exp (-2 * |w - 1|)) (Ioi 0) 1 ∧
    IsMaxOn (wavelengthSpectrum fun w : ℝ => Real.exp (-2 * |w - 1|)) (Ioi 0) 1 := by
  constructor
  · rw [isMaxOn_iff]
    intro v _
    show Real.exp (-2 * |v - 1|) ≤ Real.exp (-2 * |(1 : ℝ) - 1|)
    apply Real.exp_le_exp.mpr
    rw [sub_self, abs_zero]
    linarith [abs_nonneg (v - 1)]
  · refine (peak_iff (one_mul 1)).mpr ?_
    intro v hv
    show v ^ 2 * Real.exp (-2 * |v - 1|) ≤ 1 ^ 2 * Real.exp (-2 * |(1 : ℝ) - 1|)
    have h1 : v ≤ Real.exp |v - 1| := by
      linarith [Real.add_one_le_exp |v - 1|, le_abs_self (v - 1)]
    have h2 : |v - 1| + |v - 1| + -2 * |v - 1| = 0 := by ring
    calc v ^ 2 * Real.exp (-2 * |v - 1|)
        ≤ Real.exp |v - 1| ^ 2 * Real.exp (-2 * |v - 1|) :=
          mul_le_mul_of_nonneg_right (pow_le_pow_left₀ hv.le h1 2) (Real.exp_pos _).le
      _ = 1 := by rw [sq, ← Real.exp_add, ← Real.exp_add, h2, Real.exp_zero]
      _ = 1 ^ 2 * Real.exp (-2 * |(1 : ℝ) - 1|) := by simp
```

A different model would call any local maximum of the converted spectrum a peak. The comparison of values with $w_0$ would then be lost, and a weak satellite line below $w_0$ could have its own peak there. The conclusion would return if $g$ were also positive and non-decreasing on $(0,w_0]$.

## A Gaussian line has non-zero width

For $g(w)=e^{-(w-w_0)^2/(2\sigma^2)}$, the width $\sigma>0$ is the standard deviation of the broadening, not the full width at half maximum. Here $g'=-(w-w_0)g/\sigma^2$, so the stationarity condition becomes $w(w-w_0)=2\sigma^2$. Its positive root is
$$p=\frac{w_0+\sqrt{w_0^2+8\sigma^2}}{2}.$$
Because $\sigma>0$, the square root exceeds $|w_0|$, which gives $p>0$ and $p>w_0$. `gaussianPeak_spec` records these facts and the quadratic equation.

```lean
/-- For `σ > 0` the wavenumber `p = gaussianPeak w0 σ` is positive, lies above `w0`, and solves
`p (p - w0) = 2σ²`. -/
theorem gaussianPeak_spec (w0 : ℝ) {σ : ℝ} (hσ : 0 < σ) :
    0 < gaussianPeak w0 σ ∧ w0 < gaussianPeak w0 σ ∧
      gaussianPeak w0 σ * (gaussianPeak w0 σ - w0) = 2 * σ ^ 2 := by
  have hs : |w0| < Real.sqrt (w0 ^ 2 + 8 * σ ^ 2) := by
    apply Real.lt_sqrt_of_sq_lt
    rw [sq_abs]
    linarith [pow_pos hσ 2]
  have hq : Real.sqrt (w0 ^ 2 + 8 * σ ^ 2) ^ 2 = w0 ^ 2 + 8 * σ ^ 2 :=
    Real.sq_sqrt (by positivity)
  unfold gaussianPeak
  refine ⟨by linarith [neg_abs_le w0], by linarith [le_abs_self w0], ?_⟩
  linear_combination hq / 4
```

To see that $p$ is the global maximiser, take $w>0$ with $w\ne p$. The strict inequality $x+1<e^x$ at $x=w/p-1$ gives $(w/p)^2<e^{2(w/p-1)}$. Using $2\sigma^2=p(p-w_0)$ and completing the square,
$$2\Big(\frac wp-1\Big)-\frac{(w-w_0)^2}{2\sigma^2}=-\frac{(p-w_0)^2}{2\sigma^2}-\frac{(w-p)^2}{2\sigma^2}.$$
The last term is not positive, so $w^2g(w)<p^2g(p)$. In the proof, `h2` is the exponential bound, `h3` the completed square, and `strict` the conclusion. The equivalence says that $L>0$ is a peak exactly when $1/L=p$, so there is one peak and no other. It holds for every real $w_0$.

```lean
/-- For a Gaussian line of width `σ > 0`, a wavelength `L > 0` is a peak of the wavelength
spectrum if and only if `1/L = (w0 + √(w0² + 8σ²))/2`. -/
theorem gaussian_peak_iff (w0 : ℝ) {σ L : ℝ} (hσ : 0 < σ) (hL : 0 < L) :
    IsMaxOn (wavelengthSpectrum (gaussianLine w0 σ)) (Ioi 0) L ↔
      1 / L = gaussianPeak w0 σ := by
  obtain ⟨hp, hlt, hq⟩ := gaussianPeak_spec w0 hσ
  generalize gaussianPeak w0 σ = p at hp hlt hq ⊢
  -- every other wavenumber gives a strictly smaller value
  have strict : ∀ w : ℝ, 0 < w → w ≠ p →
      w ^ 2 * gaussianLine w0 σ w < p ^ 2 * gaussianLine w0 σ p := by
    intro w hw hne
    unfold gaussianLine
    rw [← hq]
    have hd : p - w0 ≠ 0 := (sub_pos.mpr hlt).ne'
    have hx : w / p - 1 ≠ 0 :=
      sub_ne_zero.mpr (fun h => hne ((div_eq_one_iff_eq hp.ne').mp h))
    have h1 : w / p < Real.exp (w / p - 1) := by linarith [Real.add_one_lt_exp hx]
    have h2 : (w / p) ^ 2 < Real.exp (2 * (w / p - 1)) := by
      rw [two_mul, Real.exp_add, ← sq]
      exact pow_lt_pow_left₀ h1 (div_pos hw hp).le two_ne_zero
    -- completing the square in the exponent
    have h3 : 2 * (w / p - 1) + -(w - w0) ^ 2 / (p * (p - w0))
        = -(p - w0) ^ 2 / (p * (p - w0)) - (w - p) ^ 2 / (p * (p - w0)) := by
      field_simp
      ring
    have h4 : 0 ≤ (w - p) ^ 2 / (p * (p - w0)) :=
      div_nonneg (sq_nonneg _) (mul_pos hp (sub_pos.mpr hlt)).le
    have h5 : w ^ 2 = p ^ 2 * (w / p) ^ 2 := by field_simp
    rw [h5, mul_assoc]
    apply mul_lt_mul_of_pos_left _ (pow_pos hp 2)
    refine lt_of_lt_of_le (mul_lt_mul_of_pos_right h2 (Real.exp_pos _)) ?_
    rw [← Real.exp_add]
    exact Real.exp_le_exp.mpr (by linarith)
  rw [peak_iff (one_div_mul_cancel hL.ne')]
  constructor
  · intro h
    by_contra hne
    exact not_le_of_gt (strict _ (one_div_pos.mpr hL) hne) (h p hp)
  · intro h v hv
    rw [h]
    by_cases hvp : v = p
    · rw [hvp]
    · exact (strict v hv hvp).le
```

With $\sigma=0$ there is a stick in place of a density, and no curve to convert.

## The line centre is a positive wavenumber

A physical transition has $w_0>0$. Then $p>w_0$ gives
$$0<p-w_0=\frac{2\sigma^2}{p}<\frac{2\sigma^2}{w_0}.$$
The proof clears the denominator, after which the upper bound reduces to $(p-w_0)^2>0$. For $w_0<0$ the bound fails, because its right-hand side is negative. For a line at $20000\ \mathrm{cm^{-1}}$ with $\sigma=1000\ \mathrm{cm^{-1}}$, the shift is less than $100\ \mathrm{cm^{-1}}$.

```lean
/-- For `w0, σ > 0` the shift of `gaussianPeak w0 σ` from the line centre `w0` is positive and
smaller than `2σ²/w0`. -/
theorem gaussian_shift_bounds {w0 σ : ℝ} (hw0 : 0 < w0) (hσ : 0 < σ) :
    0 < gaussianPeak w0 σ - w0 ∧ gaussianPeak w0 σ - w0 < 2 * σ ^ 2 / w0 := by
  obtain ⟨_, hlt, hq⟩ := gaussianPeak_spec w0 hσ
  have hd := sub_pos.mpr hlt
  refine ⟨hd, ?_⟩
  rw [lt_div_iff₀ hw0, ← hq]
  nlinarith [mul_pos hd hd]

end

end WavelengthSpectra
```

```lean
#print axioms WavelengthSpectra.wavelengthSpectrum_eq
-- 'WavelengthSpectra.wavelengthSpectrum_eq' depends on axioms: [propext, Classical.choice, Quot.sound]
#print axioms WavelengthSpectra.peak_blueshift
-- 'WavelengthSpectra.peak_blueshift' depends on axioms: [propext, Classical.choice, Quot.sound]
#print axioms WavelengthSpectra.gaussian_peak_iff
-- 'WavelengthSpectra.gaussian_peak_iff' depends on axioms: [propext, Classical.choice, Quot.sound]
#print axioms WavelengthSpectra.gaussian_shift_bounds
-- 'WavelengthSpectra.gaussian_shift_bounds' depends on axioms: [propext, Classical.choice, Quot.sound]
```
